# For a plasmon-model structure factor, the Coulomb energy per electron of the omitted central disc in a planar electron gas falls as \(N^{-5/4}\)

If diffusion Monte Carlo energies of a planar electron gas are extrapolated to infinite size with the wrong power of the electron number \(N\), the extrapolated energy is biased, and longer runs at the same sizes do not remove the bias. In three dimensions I would use \(1/N\) for the leading Coulomb correction. In the plane I expect a different power, because two things change there: the plasmon frequency goes to zero at small wavenumber, and the radius of the omitted region in reciprocal space shrinks as \(N^{-1/2}\) instead of \(N^{-1/3}\).

My argument uses Hartree atomic units, a density \(n>0\) and the model structure factor

\[
S(k)=\frac{k^2}{2\omega(k)},\qquad \omega(k)^2=2\pi n k+\frac{k^4}{4},
\]

where \(k\) is the wavenumber. At small \(k\) this should behave as \(c\,k^{3/2}\) with \(c=1/(2\sqrt{2\pi n})\). A simulation with \(N\) electrons has no \(k=0\) term in its Coulomb sum, so it leaves out a region around the origin of reciprocal space. If I take that region to be a disc of radius \(K=\sqrt{4\pi n/N}\), its energy per electron times \(N^{5/4}\) should tend to \(c(4\pi n)^{5/4}/5\). Can both limits be proved in full, with the proof checked by Lean?

## Both limits follow from one exact factorisation

Yes. For this \(S\) and this disc, both limits hold at every density \(n>0\). The result bears on how planar simulation energies are extrapolated to infinite size: with this postulated structure factor and a circular omitted region, the part of the Coulomb energy per electron that is left out decays as \(N^{-5/4}\), since the limiting coefficient is positive.

### From the plasmon frequency to the power of \(N\)

**The structure factor at small \(k\).** Take the long-wavelength part out of \(\omega^2\):

\[
2\pi n k+\frac{k^4}{4}=2\pi n k\left(1+\frac{k^3}{8\pi n}\right).
\]

For \(k>0\), write \(k^2=k^{3/2}\sqrt{k}\) and cancel \(\sqrt{k}\):

\[
S(k)=\frac{k^{3/2}\sqrt{k}}{2\sqrt{2\pi n}\,\sqrt{k}\,\sqrt{1+k^3/(8\pi n)}}
=\frac{c\,k^{3/2}}{\sqrt{1+k^3/(8\pi n)}}.
\]

This is an identity, not an expansion. Dividing by \(k^{3/2}\) leaves \(c/\sqrt{1+k^3/(8\pi n)}\), which tends to \(c\) as \(k\to0^+\).

**The energy of the disc.** The electrons interact through \(1/r\), whose Fourier transform in the plane is \(2\pi/k\), and a ring of width \(dk\) has measure \(2\pi k\,dk/(2\pi)^2\). The full interaction energy contains \(S(k)-1\), where the \(-1\) removes each electron's interaction with itself. In a periodic simulation with the Ewald interaction, the Madelung term already gives the \(-1\) part its infinite-size value, so only the part with \(S(k)\) is missing, and "the energy of the disc" means that part here. The factors of \(k\) and \(2\pi\) cancel, so this energy per electron is

\[
E(K)=\frac12\int_0^K\frac{2\pi}{k}\,S(k)\,\frac{2\pi k\,dk}{(2\pi)^2}=\frac12\int_0^K S(k)\,dk.
\]

On \([0,K]\) the square root in \(S\) lies between \(1\) and its value at \(K\). Hence

\[
\frac{c\,k^{3/2}}{\sqrt{1+K^3/(8\pi n)}}\le S(k)\le c\,k^{3/2}.
\]

Since \(\int_0^K k^{3/2}\,dk=\tfrac25K^{5/2}\), integrating and halving gives

\[
\frac{c\,K^{5/2}}{5\sqrt{1+K^3/(8\pi n)}}\le E(K)\le\frac{c\,K^{5/2}}{5}.
\]

These bounds hold for every \(K\ge0\), not only for small discs.

**The radius.** The simulation cell has area \(N/n\), so one reciprocal-space cell has area \((2\pi)^2n/N\). Setting \(\pi K^2\) equal to this gives \(K^2=4\pi n/N\). Therefore

\[
K^{5/2}N^{5/4}=\left(\frac{4\pi n}{N}\right)^{5/4}N^{5/4}=(4\pi n)^{5/4}.
\]

Multiplying the energy bounds by \(N^{5/4}\) yields

\[
\frac{c(4\pi n)^{5/4}}{5\sqrt{1+K^3/(8\pi n)}}\le N^{5/4}E(K)\le\frac{c(4\pi n)^{5/4}}{5}.
\]

As \(N\to\infty\) at fixed \(n\), \(K\to0\), the left side tends to the right side, and the limit follows.

### The definitions and theorems in Lean

```lean
import Mathlib

open Real Filter Topology

namespace PlanarFiniteSize

noncomputable section

/-- The frequency `ω(k) = √(2πnk + k⁴/4)` of a planar electron gas of density `n`,
in Hartree atomic units, for `n > 0` and `k ≥ 0`. -/
def frequency (n k : ℝ) : ℝ := √(2 * π * n * k + k ^ 4 / 4)

/-- The structure factor `S(k) = k² / (2 ω(k))`, for `n > 0` and `k > 0`. -/
def structureFactor (n k : ℝ) : ℝ := k ^ 2 / (2 * frequency n k)

/-- The coefficient `c = 1 / (2 √(2πn))`, for density `n > 0`. -/
def coeff (n : ℝ) : ℝ := 1 / (2 * √(2 * π * n))

/-- The radius `K = √(4πn/N)` of the omitted central disc for `N > 0` electrons
at density `n > 0`. -/
def discRadius (n : ℝ) (N : ℕ) : ℝ := √(4 * π * n / N)

/-- The part of the Coulomb energy per electron of the disc `k < K` that contains `S(k)` (the
self-interaction part, with `-1` in place of `S(k)`, is excluded): half the integral of the planar
potential `2π/k` times `S(k)` over rings of measure `2πk dk/(2π)²`, for `n > 0`, `K ≥ 0`; the
integrand is meant for `k > 0`. -/
def discEnergy (n K : ℝ) : ℝ :=
  1 / 2 * ∫ k in (0 : ℝ)..K,
    2 * π / k * structureFactor n k * (2 * π * k / (2 * π) ^ 2)

/-- The omitted disc has the area of one reciprocal-space cell: its area times the area
`N/n` of the simulation cell is `(2π)²`, for `n > 0` and `N > 0`. -/
theorem disc_area {n : ℝ} (hn : 0 < n) {N : ℕ} (hN : 0 < N) :
    π * discRadius n N ^ 2 * (N / n) = (2 * π) ^ 2 := by
  have hN' : (0 : ℝ) < N := by exact_mod_cast hN
  have h : 4 * π * n / N * (N / n) = 4 * π := by field_simp
  unfold discRadius
  rw [Real.sq_sqrt (by positivity : (0 : ℝ) ≤ 4 * π * n / N)]
  linear_combination π * h

/-- In the plane the Coulomb potential cancels the ring measure, so the disc energy is
`(1/2) ∫₀ᴷ S(k) dk`. -/
theorem discEnergy_eq (n K : ℝ) :
    discEnergy n K = 1 / 2 * ∫ k in (0 : ℝ)..K, structureFactor n k := by
  unfold discEnergy
  congr 1
  apply intervalIntegral.integral_congr
  intro k _
  dsimp only
  by_cases hk : k = 0
  · simp [hk, structureFactor]
  · field_simp

/-- For `n > 0` and `k ≥ 0` the structure factor is exactly
`c k^(3/2) / √(1 + k³/(8πn))`. -/
theorem structureFactor_eq {n k : ℝ} (hn : 0 < n) (hk : 0 ≤ k) :
    structureFactor n k
      = coeff n * k ^ (3 / 2 : ℝ) / √(1 + k ^ 3 / (8 * π * n)) := by
  rcases hk.eq_or_lt with rfl | hk
  · rw [Real.zero_rpow (by norm_num : (3 / 2 : ℝ) ≠ 0)]
    simp [structureFactor]
  · -- take the long-wavelength part 2πnk out of the square root
    have hx : k ^ 3 / (8 * π * n) * (8 * π * n) = k ^ 3 :=
      div_mul_cancel₀ _ (by positivity)
    have h1 : 2 * π * n * k + k ^ 4 / 4
        = 2 * π * n * k * (1 + k ^ 3 / (8 * π * n)) := by
      linear_combination (-k / 4) * hx
    have h2 : k ^ 2 = k ^ (3 / 2 : ℝ) * √k := by
      rw [Real.sqrt_eq_rpow, ← Real.rpow_add hk, ← Real.rpow_natCast]
      norm_num
    have key : ∀ p s a d : ℝ, s ≠ 0 → a ≠ 0 → d ≠ 0 →
        p * s / (2 * (a * s * d)) = 1 / (2 * a) * p / d := by
      intro p s a d hs ha hd
      field_simp
    unfold structureFactor frequency coeff
    rw [h1, Real.sqrt_mul (by positivity : (0 : ℝ) ≤ 2 * π * n * k),
      Real.sqrt_mul (by positivity : (0 : ℝ) ≤ 2 * π * n), h2]
    exact key _ _ _ _ (by positivity) (by positivity) (by positivity)

/-- The factor `c / √(1 + k³/(8πn))` tends to `c` as `k → 0`. -/
theorem tendsto_factor (n : ℝ) :
    Tendsto (fun k : ℝ => coeff n / √(1 + k ^ 3 / (8 * π * n))) (𝓝 0)
      (𝓝 (coeff n)) := by
  have hc : ContinuousAt (fun k : ℝ => coeff n / √(1 + k ^ 3 / (8 * π * n))) 0 :=
    ContinuousAt.div continuousAt_const (by fun_prop) (by simp)
  have h0 : coeff n / √(1 + (0 : ℝ) ^ 3 / (8 * π * n)) = coeff n := by simp
  have h : Tendsto (fun k : ℝ => coeff n / √(1 + k ^ 3 / (8 * π * n))) (𝓝 0)
      (𝓝 (coeff n / √(1 + (0 : ℝ) ^ 3 / (8 * π * n)))) := hc.tendsto
  rwa [h0] at h

/-- At density `n > 0`, `S(k)/k^(3/2)` tends to `c = 1/(2√(2πn))` as `k → 0+`. -/
theorem structureFactor_small_k {n : ℝ} (hn : 0 < n) :
    Tendsto (fun k : ℝ => structureFactor n k / k ^ (3 / 2 : ℝ)) (𝓝[>] 0)
      (𝓝 (coeff n)) := by
  refine ((tendsto_factor n).mono_left nhdsWithin_le_nhds).congr' ?_
  filter_upwards [self_mem_nhdsWithin] with k hk
  have hk' : 0 < k := hk
  have hp : k ^ (3 / 2 : ℝ) ≠ 0 := (Real.rpow_pos_of_pos hk' _).ne'
  rw [structureFactor_eq hn hk'.le, div_right_comm, mul_div_cancel_right₀ _ hp]

/-- For `n > 0` and every radius `K ≥ 0` the disc energy is at most `c K^(5/2)/5`, and at
least this value divided by `√(1 + K³/(8πn))`. -/
theorem discEnergy_bounds {n K : ℝ} (hn : 0 < n) (hK : 0 ≤ K) :
    coeff n / √(1 + K ^ 3 / (8 * π * n)) * K ^ (5 / 2 : ℝ) / 5 ≤ discEnergy n K ∧
      discEnergy n K ≤ coeff n * K ^ (5 / 2 : ℝ) / 5 := by
  have hc : 0 ≤ coeff n := by unfold coeff; positivity
  have hpc : Continuous (fun k : ℝ => k ^ (3 / 2 : ℝ)) :=
    continuous_id.rpow_const (fun _ => Or.inr (by norm_num))
  have hp : IntervalIntegrable (fun k : ℝ => k ^ (3 / 2 : ℝ))
      MeasureTheory.volume 0 K := hpc.intervalIntegrable 0 K
  have hS : IntervalIntegrable (fun k => structureFactor n k)
      MeasureTheory.volume 0 K := by
    apply ContinuousOn.intervalIntegrable_of_Icc hK
    have h : ContinuousOn (fun k : ℝ =>
        coeff n * k ^ (3 / 2 : ℝ) / √(1 + k ^ 3 / (8 * π * n))) (Set.Icc 0 K) := by
      refine ContinuousOn.div (continuous_const.mul hpc).continuousOn (by fun_prop) ?_
      intro k hk
      have hk0 : 0 ≤ k := hk.1
      positivity
    exact h.congr (fun k hk => structureFactor_eq hn hk.1)
  have hI : ∫ k in (0 : ℝ)..K, k ^ (3 / 2 : ℝ) = 2 / 5 * K ^ (5 / 2 : ℝ) := by
    rw [integral_rpow (Or.inl (by norm_num : (-1 : ℝ) < 3 / 2)),
      show (3 / 2 : ℝ) + 1 = 5 / 2 by norm_num,
      Real.zero_rpow (by norm_num : (5 / 2 : ℝ) ≠ 0)]
    ring
  -- compare S with multiples of k^(3/2) on the whole disc
  have hu := intervalIntegral.integral_mono_on hK hS (hp.const_mul (coeff n)) (by
    intro k hk
    have hk0 : 0 ≤ k := hk.1
    have hx : 0 ≤ k ^ 3 / (8 * π * n) := by positivity
    rw [structureFactor_eq hn hk0]
    exact div_le_self (by positivity) ((Real.le_sqrt' one_pos).2 (by linarith)))
  have hl := intervalIntegral.integral_mono_on hK
    (hp.const_mul (coeff n / √(1 + K ^ 3 / (8 * π * n)))) hS (by
    intro k hk
    have hk0 : 0 ≤ k := hk.1
    have hkK : k ≤ K := hk.2
    have hx : 1 + k ^ 3 / (8 * π * n) ≤ 1 + K ^ 3 / (8 * π * n) := by gcongr
    rw [structureFactor_eq hn hk0, div_mul_eq_mul_div]
    exact div_le_div_of_nonneg_left (by positivity) (by positivity)
      (Real.sqrt_le_sqrt hx))
  rw [intervalIntegral.integral_const_mul, hI] at hu hl
  rw [discEnergy_eq]
  constructor <;> linarith

/-- For `n > 0` and `N > 0` the disc radius obeys `K^(5/2) N^(5/4) = (4πn)^(5/4)`. -/
theorem discRadius_scaling {n : ℝ} (hn : 0 < n) {N : ℕ} (hN : 0 < N) :
    discRadius n N ^ (5 / 2 : ℝ) * (N : ℝ) ^ (5 / 4 : ℝ)
      = (4 * π * n) ^ (5 / 4 : ℝ) := by
  have hN' : (0 : ℝ) < N := by exact_mod_cast hN
  have hx : (0 : ℝ) ≤ 4 * π * n / N := by positivity
  unfold discRadius
  rw [Real.sqrt_eq_rpow, ← Real.rpow_mul hx,
    show (1 / 2 : ℝ) * (5 / 2) = 5 / 4 by norm_num,
    ← Real.mul_rpow hx hN'.le, div_mul_cancel₀ _ hN'.ne']

/-- At fixed density `n > 0`, the omitted disc energy per electron times `N^(5/4)` tends
to `c (4πn)^(5/4) / 5` as the number `N` of electrons grows. -/
theorem finite_size_correction {n : ℝ} (hn : 0 < n) :
    Tendsto (fun N : ℕ => discEnergy n (discRadius n N) * (N : ℝ) ^ (5 / 4 : ℝ)) atTop
      (𝓝 (coeff n * (4 * π * n) ^ (5 / 4 : ℝ) / 5)) := by
  -- the disc shrinks to a point
  have hK : Tendsto (fun N : ℕ => discRadius n N) atTop (𝓝 0) := by
    have h := (tendsto_const_div_atTop_nhds_zero_nat (4 * π * n)).sqrt
    rw [Real.sqrt_zero] at h
    exact h
  have hlow : Tendsto (fun N : ℕ => coeff n / √(1 + discRadius n N ^ 3 / (8 * π * n))
      * ((4 * π * n) ^ (5 / 4 : ℝ) / 5)) atTop
      (𝓝 (coeff n * ((4 * π * n) ^ (5 / 4 : ℝ) / 5))) :=
    ((tendsto_factor n).comp hK).mul_const _
  rw [← mul_div_assoc] at hlow
  -- squeeze between the two bounds
  refine tendsto_of_tendsto_of_tendsto_of_le_of_le' hlow tendsto_const_nhds ?_ ?_
  · filter_upwards [eventually_gt_atTop 0] with N hN
    have hb := (discEnergy_bounds (K := discRadius n N) hn (Real.sqrt_nonneg _)).1
    have hm := mul_le_mul_of_nonneg_right hb
      (by positivity : (0 : ℝ) ≤ (N : ℝ) ^ (5 / 4 : ℝ))
    rw [← discRadius_scaling hn hN]
    refine le_trans (le_of_eq ?_) hm
    ring
  · filter_upwards [eventually_gt_atTop 0] with N hN
    have hb := (discEnergy_bounds (K := discRadius n N) hn (Real.sqrt_nonneg _)).2
    have hm := mul_le_mul_of_nonneg_right hb
      (by positivity : (0 : ℝ) ≤ (N : ℝ) ^ (5 / 4 : ℝ))
    rw [← discRadius_scaling hn hN]
    refine le_trans hm (le_of_eq ?_)
    ring

end

end PlanarFiniteSize
```

```lean
#print axioms PlanarFiniteSize.disc_area
#print axioms PlanarFiniteSize.discEnergy_eq
#print axioms PlanarFiniteSize.structureFactor_small_k
#print axioms PlanarFiniteSize.finite_size_correction
```

```
'PlanarFiniteSize.disc_area' depends on axioms: [propext, Classical.choice, Quot.sound]
'PlanarFiniteSize.discEnergy_eq' depends on axioms: [propext, Classical.choice, Quot.sound]
'PlanarFiniteSize.structureFactor_small_k' depends on axioms: [propext, Classical.choice, Quot.sound]
'PlanarFiniteSize.finite_size_correction' depends on axioms: [propext, Classical.choice, Quot.sound]
```

### What the statements say about the electron gas

The density `n`, the wavenumber `k` and the radius `K` are real numbers, and the electron number `N` is a natural number, converted to a real where it enters a formula. The definitions `frequency`, `structureFactor` and `coeff` are \(\omega\), \(S\) and \(c\). `discRadius n N` is the radius \(K\) for \(N\) electrons, and `discEnergy n K` is \(E(K)\), written with the potential and the ring measure still separate. Energies are in hartree and lengths in bohr.

`structureFactor_small_k` is the first limit. The filter `𝓝[>] 0` means that \(k\) approaches zero through positive values.

`finite_size_correction` is the second limit. The filter `atTop` means that \(N\) grows without bound, while `n` stays fixed. The only hypothesis of either theorem is `0 < n`.

`disc_area` confirms the choice of radius: for `N > 0`, the area of the disc times the area of the simulation cell is \((2\pi)^2\).

The form of \(S\) is postulated. In \(\omega^2\), the term \(2\pi nk\) is the squared plasma frequency of a planar charge layer, and \(k^4/4\) is the squared kinetic energy \(k^2/2\) of a free particle. The relation \(S=k^2/(2\omega)\) is what the f-sum rule gives when a single mode at frequency \(\omega\) carries all the density response. Nothing here derives this from the many-electron Hamiltonian or from a trial wave function, and a term in \(\omega^2\) proportional to \(k^2\), such as the pressure of a Fermi fluid would add, is absent.

The finite system enters only through \(K\); the same function \(S\) is used for every \(N\). A disc also stands in for the actual reciprocal-space cell, which is a polygon. The theorems therefore give the energy of the omitted disc and not the whole finite-size error of a simulation. They leave out the kinetic-energy correction and the error of replacing the integral by a sum over the remaining wavevectors, which can be of the same order in \(N\).

**Zero density breaks the first limit.** At \(n=0\) the plasmon term vanishes, so \(\omega=k^2/2\) and \(S(k)=1\) for every \(k>0\). Then \(S(k)/k^{3/2}=k^{-3/2}\) grows without bound as \(k\to0^+\), and no finite coefficient exists. The power \(3/2\) comes from the plasmon, which needs a positive density of charge.

### How the lemmas carry the argument

`discEnergy_eq` cancels the potential against the ring measure. It compares the two integrands point by point, using `field_simp` for \(k\ne0\) and treating \(k=0\) separately.

`structureFactor_eq` is the exact factorisation. Inside its proof, `h1` takes \(2\pi nk\) out of \(\omega^2\), `h2` splits \(k^2\) into \(k^{3/2}\sqrt{k}\), and `key` performs the cancellation of \(\sqrt{k}\). The identity includes \(k=0\), where Lean's convention \(0/0=0\) makes \(S(0)=0\), the value that the factorised form has there.

`tendsto_factor` shows that \(c/\sqrt{1+k^3/(8\pi n)}\) tends to \(c\), by continuity at \(k=0\). `structureFactor_small_k` then uses the factorisation to identify this expression with \(S(k)/k^{3/2}\) for all \(k>0\), which is enough for a limit from the right.

`discEnergy_bounds` contains the analytic work:

- `hS` proves that \(S\) is integrable on \([0,K]\). The factorised form is continuous there, and \(S\) agrees with it.
- `hI` evaluates \(\int_0^K k^{3/2}\,dk\).
- `hu` and `hl` integrate the upper and lower pointwise bounds, using the monotonicity of the integral. For the upper bound the square root is at least \(1\); for the lower bound it is at most its value at \(K\).

The final `linarith` steps combine these with the factor \(1/2\) from the energy.

`discRadius_scaling` is the identity \(K^{5/2}N^{5/4}=(4\pi n)^{5/4}\) for `N > 0`. It turns the square root into the power \(1/2\), multiplies the exponents and cancels \(N\).

In `finite_size_correction`, `hK` shows that the radius tends to zero. Composing this with `tendsto_factor` gives `hlow`, the limit of the lower bound. The upper bound is constant in \(N\). For each `N > 0`, the two inequalities come from `discEnergy_bounds` multiplied by \(N^{5/4}\), with `discRadius_scaling` replacing the product of powers. The squeeze theorem, `tendsto_of_tendsto_of_tendsto_of_le_of_le'`, needs the inequalities only for all sufficiently large \(N\), so the case \(N=0\) plays no part.
